# With C₂ₙ = (2n)! q²ⁿ, the Tang–Toennies damped dispersion series converges exactly when qb < 1 (q, b > 0)

The leading dispersion energy of two atoms at distance $R$ is $-C_6/R^6$, which diverges as $R\to0$. Tang–Toennies damping multiplies it by $f_6(bR)$, where $b>0$ is an inverse length and
$$f_6(x)=1-e^{-x}\sum_{k=0}^{6}\frac{x^k}{k!}=e^{-x}\Big(\frac{x^7}{7!}+\frac{x^8}{8!}+\dots\Big).$$
For small $bR$ this gives $f_6(bR)/R^6\approx b^7R/7!$. The inverse power has gone and a factorial has appeared in the denominator.

Can such factorials control the whole series of terms $C_{2n}/R^{2n}$ when the coefficients themselves grow factorially? Take $C_{2n}=(2n)!\,q^{2n}$ in a fixed energy unit, with a length $q>0$. This growth imitates the high radial moments of exponentially decaying charge densities; for a real pair of atoms the formula is a model, not an exact result. For this one-parameter model we find the values of $b$ at which the infinite damped series converges, and an upper bound on the error made by truncating it.

In Lean 4 with Mathlib:

```lean
import Mathlib

open Filter Topology Finset
open scoped Nat

namespace TangToenniesSeries

noncomputable section
```

The general damping function $f_m$ has its sum run to $k=m$.

```lean
/-- The Tang-Toennies damping function `f_m(x) = 1 - exp(-x) ∑_{k ≤ m} x^k / k!`. -/
def damping (m : ℕ) (x : ℝ) : ℝ :=
  1 - Real.exp (-x) * ∑ k ∈ range (m + 1), x ^ k / (k ! : ℝ)
```

The terms are written without the common minus sign of the dispersion energy. The argument `n` labels $C_{2n}$, so `C 3` is $C_6$.

```lean
/-- The undamped dispersion term `C_2n / R^(2n)`, without its overall minus sign, for `R ≠ 0`; `C n`
stands for `C_2n`. -/
def undampedTerm (C : ℕ → ℝ) (R : ℝ) (n : ℕ) : ℝ := C n / R ^ (2 * n)

/-- The damped dispersion term `C_2n f_2n(bR) / R^(2n)`, without its overall minus sign, for
`R ≠ 0`. -/
def dampedTerm (C : ℕ → ℝ) (b R : ℝ) (n : ℕ) : ℝ :=
  C n * (damping (2 * n) (b * R) / R ^ (2 * n))

/-- Model dispersion coefficients `C_2n = (2n)! q^(2n)`. -/
def modelC (q : ℝ) (n : ℕ) : ℝ := ((2 * n)! : ℝ) * q ^ (2 * n)
```

Below, $D_n=C_{2n}f_{2n}(bR)/R^{2n}$ is `dampedTerm`, and $b,q,R>0$. The shift `n + 3` starts a series at $C_6$. For real terms, `Summable` means absolute convergence.

## (a) The tail of the exponential series

Show for $x\ge0$ and every natural number $N$ that
$$e^x-\sum_{k<N}\frac{x^k}{k!}\le\frac{x^N}{N!}\,e^x.$$

**Solution.** The left side is $\sum_{k\ge0}x^{k+N}/(k+N)!$. Since $N!\,k!$ divides $(k+N)!$, we have $N!\,k!\le(k+N)!$, and each term is at most $\frac{x^N}{N!}\frac{x^k}{k!}$. Sum over $k$. In the code, `hterm` is the termwise bound and `Summable.tsum_le_tsum` sums it.

```lean
/-- For `x ≥ 0`, the tail of the exponential series from order `N` on is at most its first
term times `exp x`. -/
theorem exp_tail_le {x : ℝ} (hx : 0 ≤ x) (N : ℕ) :
    Real.exp x - ∑ k ∈ range N, x ^ k / (k ! : ℝ) ≤ x ^ N / (N ! : ℝ) * Real.exp x := by
  have hs := Real.summable_pow_div_factorial x
  have he : Real.exp x = ∑' k : ℕ, x ^ k / (k ! : ℝ) := by
    rw [Real.exp_eq_exp_ℝ, NormedSpace.exp_eq_tsum_div]
  have hsplit : ∑ k ∈ range N, x ^ k / (k ! : ℝ)
      + ∑' k : ℕ, x ^ (k + N) / ((k + N)! : ℝ) = Real.exp x := by
    rw [he]
    exact hs.sum_add_tsum_nat_add N
  -- termwise comparison, from N! k! ≤ (k + N)!
  have hterm : ∀ k : ℕ, x ^ (k + N) / ((k + N)! : ℝ)
      ≤ x ^ N / (N ! : ℝ) * (x ^ k / (k ! : ℝ)) := by
    intro k
    have hd := Nat.le_of_dvd (Nat.factorial_pos _)
      (Nat.factorial_mul_factorial_dvd_factorial_add N k)
    rw [Nat.add_comm N k] at hd
    have hf : (N ! : ℝ) * (k ! : ℝ) ≤ ((k + N)! : ℝ) := by exact_mod_cast hd
    rw [div_mul_div_comm, ← pow_add, Nat.add_comm N k]
    exact div_le_div_of_nonneg_left (by positivity) (by positivity) hf
  have hle := Summable.tsum_le_tsum hterm ((summable_nat_add_iff N).2 hs) (hs.mul_left _)
  rw [tsum_mul_left, ← he] at hle
  linarith
```

## (b) The size of a damped inverse power

With $w_n=b^{2n}/(2n+1)!$, show that
$$e^{-bR}\,bR\,w_n\le\frac{f_{2n}(bR)}{R^{2n}}\le bR\,w_n.$$

**Solution.** Put $x=bR$ and write $f_{2n}(x)=e^{-x}\big(e^x-\sum_{k\le2n}x^k/k!\big)$. The bracket is at least its first term $x^{2n+1}/(2n+1)!$ and, by (a) with $N=2n+1$, at most that term times $e^x$. This first term equals $bR\,w_nR^{2n}$ (`hk`). Multiply by $e^{-x}$ and divide by $R^{2n}$. The bounds on the bracket are `h1` and `h2`; `linear_combination` cancels the exponentials using `he`.

```lean
/-- For `b, R > 0`, the damped inverse power `f_2n(bR) / R^(2n)` equals `b^(2n) / (2n+1)!`
up to a factor between `exp(-bR) bR` and `bR`. -/
theorem damped_power_bounds {b R : ℝ} (hb : 0 < b) (hR : 0 < R) (n : ℕ) :
    Real.exp (-(b * R)) * (b * R) * (b ^ (2 * n) / ((2 * n + 1)! : ℝ))
        ≤ damping (2 * n) (b * R) / R ^ (2 * n) ∧
      damping (2 * n) (b * R) / R ^ (2 * n)
        ≤ b * R * (b ^ (2 * n) / ((2 * n + 1)! : ℝ)) := by
  have hx : 0 < b * R := mul_pos hb hR
  have h1 := Real.sum_le_exp_of_nonneg hx.le (2 * n + 1 + 1)
  rw [Finset.sum_range_succ] at h1
  have h2 := exp_tail_le hx.le (2 * n + 1)
  have he : Real.exp (-(b * R)) * Real.exp (b * R) = 1 := by
    rw [← Real.exp_add]; simp
  have hp := (Real.exp_pos (-(b * R))).le
  have hk : (b * R) ^ (2 * n + 1) / ((2 * n + 1)! : ℝ)
      = b * R * (b ^ (2 * n) / ((2 * n + 1)! : ℝ)) * R ^ (2 * n) := by
    rw [pow_succ, mul_pow]; ring
  rw [hk] at h1 h2
  have h1' := mul_le_mul_of_nonneg_left h1 hp
  have h2' := mul_le_mul_of_nonneg_left h2 hp
  constructor
  · rw [le_div_iff₀ (by positivity)]
    unfold damping
    linear_combination h1' + he
  · rw [div_le_iff₀ (by positivity)]
    unfold damping
    linear_combination h2' +
      (b * R * (b ^ (2 * n) / ((2 * n + 1)! : ℝ)) * R ^ (2 * n) - 1) * he
```

## (c) A criterion for arbitrary coefficients

Show for any real $C_{2n}$ that
$$\sum_{n\ge3}|D_n|<\infty\iff\sum_{n\ge3}|C_{2n}|\,w_n<\infty.$$

**Solution.** Multiplying (b) by $|C_{2n}|$ gives
$$|C_{2n}|w_n\le\frac{|D_n|}{e^{-bR}bR},\qquad |D_n|\le bR\,|C_{2n}|w_n.$$
The constants do not depend on $n$, so the comparison test works in both directions. These inequalities are `key`. The right-hand condition does not contain $R$.

```lean
/-- For `b, R > 0` and any real coefficients, the damped dispersion series converges absolutely
if and only if `∑ C_2n b^(2n) / (2n+1)!` does, a condition that does not involve `R`. -/
theorem summable_damped_iff {b R : ℝ} (hb : 0 < b) (hR : 0 < R) (C : ℕ → ℝ) :
    Summable (fun n => dampedTerm C b R (n + 3)) ↔
      Summable (fun n => C (n + 3) * (b ^ (2 * (n + 3)) / ((2 * (n + 3) + 1)! : ℝ))) := by
  have hc : 0 < Real.exp (-(b * R)) * (b * R) := by positivity
  have key : ∀ n, ‖C n * (b ^ (2 * n) / ((2 * n + 1)! : ℝ))‖
        ≤ (Real.exp (-(b * R)) * (b * R))⁻¹ * ‖dampedTerm C b R n‖ ∧
      ‖dampedTerm C b R n‖ ≤ b * R * ‖C n * (b ^ (2 * n) / ((2 * n + 1)! : ℝ))‖ := by
    intro n
    obtain ⟨hl, hu⟩ := damped_power_bounds hb hR n
    have hw : 0 ≤ b ^ (2 * n) / ((2 * n + 1)! : ℝ) := by positivity
    have hD := (mul_nonneg hc.le hw).trans hl
    unfold dampedTerm
    rw [norm_mul, norm_mul, Real.norm_of_nonneg hw, Real.norm_of_nonneg hD]
    constructor
    · rw [inv_mul_eq_div, le_div_iff₀ hc]
      linarith [mul_le_mul_of_nonneg_left hl (norm_nonneg (C n))]
    · linarith [mul_le_mul_of_nonneg_left hu (norm_nonneg (C n))]
  constructor
  · intro h
    exact Summable.of_norm_bounded (h.norm.mul_left _) (fun n => (key (n + 3)).1)
  · intro h
    exact Summable.of_norm_bounded (h.norm.mul_left _) (fun n => (key (n + 3)).2)
```

## (d) The reduced model term

For the model coefficients, show that
$$C_{2n}w_n=\frac{(qb)^{2n}}{2n+1}.$$

**Solution.** Insert $(2n+1)!=(2n+1)(2n)!$ and cancel $(2n)!$, which `field_simp` does.

```lean
/-- For the model coefficients, `C_2n b^(2n) / (2n+1)! = (qb)^(2n) / (2n+1)`. -/
theorem modelC_reduced (q b : ℝ) (n : ℕ) :
    modelC q n * (b ^ (2 * n) / ((2 * n + 1)! : ℝ)) = (q * b) ^ (2 * n) / (2 * (n : ℝ) + 1) := by
  have h1 : ((2 * n)! : ℝ) ≠ 0 := by positivity
  have h2 : 2 * (n : ℝ) + 1 ≠ 0 := by positivity
  unfold modelC
  rw [Nat.factorial_succ, mul_pow]
  push_cast
  field_simp
```

## (e) Bounds on the damped model terms

Show that
$$0\le D_n\le bR\,\frac{(qb)^{2n}}{2n+1}.$$

**Solution.** Multiply (b) by $C_{2n}\ge0$ and use (d).

```lean
/-- For `b, q, R > 0` the damped terms of the model series are nonnegative and at most
`bR (qb)^(2n) / (2n+1)`. -/
theorem model_term_bounds {b q R : ℝ} (hb : 0 < b) (hq : 0 < q) (hR : 0 < R) (n : ℕ) :
    0 ≤ dampedTerm (modelC q) b R n ∧
      dampedTerm (modelC q) b R n ≤ b * R * ((q * b) ^ (2 * n) / (2 * (n : ℝ) + 1)) := by
  obtain ⟨hl, hu⟩ := damped_power_bounds hb hR n
  have hC : 0 ≤ modelC q n := by unfold modelC; positivity
  refine ⟨mul_nonneg hC (le_trans (by positivity) hl), ?_⟩
  rw [← modelC_reduced]
  unfold dampedTerm
  linarith [mul_le_mul_of_nonneg_left hu hC]
```

## (f) Truncation error for $qb<1$

Show that the terms from any $N$ on are summable, with
$$\sum_{n\ge0}D_{n+N}\le\frac{bR\,(qb)^{2N}}{(2N+1)\,(1-(qb)^2)}.$$

**Solution.** Since $2(n+N)+1\ge2N+1$, part (e) gives
$$D_{n+N}\le\frac{bR\,(qb)^{2N}}{2N+1}\big((qb)^2\big)^n,$$
which is `hle`. Sum the geometric series of ratio $(qb)^2<1$. The bound grows linearly with $R$, whereas for $N\ge1$ the remainder itself tends to zero as $R\to\infty$, so the bound is far too large at large distances.

```lean
/-- Truncation error: for `b, q, R > 0` and `qb < 1`, the damped model terms from `n = N` on are
summable, with sum at most `bR (qb)^(2N) / ((2N+1) (1 - (qb)^2))`. -/
theorem damped_remainder_le {b q R : ℝ} (hb : 0 < b) (hq : 0 < q) (hR : 0 < R)
    (hqb : q * b < 1) (N : ℕ) :
    Summable (fun n => dampedTerm (modelC q) b R (n + N)) ∧
      ∑' n, dampedTerm (modelC q) b R (n + N)
        ≤ b * R * (q * b) ^ (2 * N) / ((2 * (N : ℝ) + 1) * (1 - (q * b) ^ 2)) := by
  have hr0 : 0 ≤ (q * b) ^ 2 := by positivity
  have hr1 : (q * b) ^ 2 < 1 := by nlinarith [mul_pos hq hb]
  -- comparison with a geometric series of ratio (qb)^2
  have hle : ∀ n, dampedTerm (modelC q) b R (n + N)
      ≤ b * R * (q * b) ^ (2 * N) / (2 * (N : ℝ) + 1) * ((q * b) ^ 2) ^ n := by
    intro n
    have hN : 2 * (N : ℝ) + 1 ≤ 2 * ((n + N : ℕ) : ℝ) + 1 := by
      push_cast
      linarith [Nat.cast_nonneg (α := ℝ) n]
    calc dampedTerm (modelC q) b R (n + N)
        ≤ b * R * ((q * b) ^ (2 * (n + N)) / (2 * ((n + N : ℕ) : ℝ) + 1)) :=
          (model_term_bounds hb hq hR (n + N)).2
      _ ≤ b * R * ((q * b) ^ (2 * (n + N)) / (2 * (N : ℝ) + 1)) :=
          mul_le_mul_of_nonneg_left
            (div_le_div_of_nonneg_left (by positivity) (by positivity) hN) (by positivity)
      _ = _ := by ring
  have hg := (summable_geometric_of_lt_one hr0 hr1).mul_left
    (b * R * (q * b) ^ (2 * N) / (2 * (N : ℝ) + 1))
  have hs := Summable.of_nonneg_of_le
    (fun n => (model_term_bounds hb hq hR (n + N)).1) hle hg
  refine ⟨hs, (Summable.tsum_le_tsum hle hs hg).trans_eq ?_⟩
  rw [tsum_mul_left, tsum_geometric_of_lt_one hr0 hr1, ← div_eq_mul_inv, div_div]
```

## (g) The damped series for $qb\ge1$

Show that
$$\sum_{n<M}D_{n+3}\to+\infty\quad(M\to\infty).$$

**Solution.** The terms are nonnegative, so the partial sums either converge or grow to $+\infty$. If they converged, so would $\sum_n(qb)^{2(n+3)}/(2n+7)$, by (c) and (d). But $(qb)^{2(n+3)}\ge1$ and $2n+7\le7(n+1)$, hence
$$\frac1{n+1}\le\frac7{2n+7}\le7\,\frac{(qb)^{2(n+3)}}{2n+7},$$
and the harmonic series would converge, a contradiction. The borderline $qb=1$ is included.

```lean
/-- For `b, R > 0` and `qb ≥ 1` with `q > 0`, the partial sums of the damped model series
grow to `+∞`. -/
theorem damped_diverges {b q R : ℝ} (hb : 0 < b) (hq : 0 < q) (hR : 0 < R)
    (hqb : 1 ≤ q * b) :
    Tendsto (fun M => ∑ n ∈ range M, dampedTerm (modelC q) b R (n + 3)) atTop atTop := by
  rw [← not_summable_iff_tendsto_nat_atTop_of_nonneg
    (fun n => (model_term_bounds hb hq hR (n + 3)).1)]
  intro h
  have h2 := (summable_damped_iff hb hR (modelC q)).1 h
  -- the reduced series dominates a multiple of the harmonic series
  have hle : ∀ n : ℕ, 1 / ((n + 1 : ℕ) : ℝ) ≤
      7 * (modelC q (n + 3) * (b ^ (2 * (n + 3)) / ((2 * (n + 3) + 1)! : ℝ))) := by
    intro n
    rw [modelC_reduced]
    have hp : 1 ≤ (q * b) ^ (2 * (n + 3)) := one_le_pow₀ hqb
    calc 1 / ((n + 1 : ℕ) : ℝ) ≤ 7 * (1 / (2 * ((n + 3 : ℕ) : ℝ) + 1)) := by
          rw [mul_one_div, div_le_div_iff₀ (by positivity) (by positivity)]
          push_cast
          linarith [Nat.cast_nonneg (α := ℝ) n]
      _ ≤ _ := by gcongr
  have h3 := Summable.of_nonneg_of_le (fun n => by positivity) hle (h2.mul_left 7)
  exact Real.not_summable_one_div_natCast
    ((summable_nat_add_iff (f := fun n : ℕ => 1 / (n : ℝ)) 1).1 h3)
```

## (h) The undamped series

With $U_n=C_{2n}/R^{2n}$, show at every $R>0$ that
$$\sum_{n<M}U_{n+3}\to+\infty\quad(M\to\infty).$$

**Solution.** We have $U_n\cdot\frac{(R/q)^{2n}}{(2n)!}=1$ (`hone`), and the second factor tends to zero. If the series converged, $U_n$ would tend to zero too, and the product could not stay at 1. As the terms are positive, the partial sums grow to $+\infty$.

```lean
/-- For `q, R > 0`, the partial sums of the undamped model series grow to `+∞`. -/
theorem undamped_diverges {q R : ℝ} (hq : 0 < q) (hR : 0 < R) :
    Tendsto (fun M => ∑ n ∈ range M, undampedTerm (modelC q) R (n + 3)) atTop atTop := by
  rw [← not_summable_iff_tendsto_nat_atTop_of_nonneg
    (fun n => by unfold undampedTerm modelC; positivity)]
  intro h
  have hk : Tendsto (fun n : ℕ => 2 * (n + 3)) atTop atTop :=
    tendsto_atTop_mono (fun n => by simp only [id]; omega) tendsto_id
  have ht := (FloorSemiring.tendsto_pow_div_factorial_atTop (R / q)).comp hk
  -- each term is the reciprocal of a quantity that tends to zero
  have hone : ∀ n : ℕ, undampedTerm (modelC q) R (n + 3) *
      ((R / q) ^ (2 * (n + 3)) / ((2 * (n + 3))! : ℝ)) = 1 := by
    intro n
    have hf : ((2 * (n + 3))! : ℝ) ≠ 0 := by positivity
    unfold undampedTerm modelC
    rw [div_pow]
    field_simp
  have hm : Tendsto (fun _ : ℕ => (1 : ℝ)) atTop (𝓝 (0 * 0)) :=
    (h.tendsto_atTop_zero.mul ht).congr hone
  have h01 := tendsto_nhds_unique hm tendsto_const_nhds
  norm_num at h01
```

## (i) Damped against undamped

Show that the undamped series diverges to $+\infty$, while
$$\sum_{n\ge0}D_{n+3}\ \text{converges}\iff qb<1.$$

**Solution.** The first claim is (h). If $qb<1$, use (f) with $N=3$; if $qb\ge1$, (g) rules out convergence. The distance $R$ affects the value of the damped sum but not whether it exists.

```lean
/-- For `b, q, R > 0` and `C_2n = (2n)! q^(2n)`, the undamped dispersion series from `n = 3` on
diverges to `+∞`, while the Tang-Toennies damped series converges if and only if `qb < 1`. -/
theorem damped_converges_iff {b q R : ℝ} (hb : 0 < b) (hq : 0 < q) (hR : 0 < R) :
    Tendsto (fun M => ∑ n ∈ range M, undampedTerm (modelC q) R (n + 3)) atTop atTop ∧
      (Summable (fun n => dampedTerm (modelC q) b R (n + 3)) ↔ q * b < 1) := by
  refine ⟨undamped_diverges hq hR, fun h => ?_, fun h => (damped_remainder_le hb hq hR h 3).1⟩
  by_contra hqb
  exact (not_summable_iff_tendsto_nat_atTop_of_nonneg
    (fun n => (model_term_bounds hb hq hR (n + 3)).1)).2
    (damped_diverges hb hq hR (not_lt.1 hqb)) h

end

end TangToenniesSeries
```

```lean
#print axioms TangToenniesSeries.damped_converges_iff
```

```
'TangToenniesSeries.damped_converges_iff' depends on axioms: [propext, Classical.choice, Quot.sound]
```
